# The nth power of a quadratic form in 2n Grassmann generators gives a Pfaffian

Take four anticommuting generators $\theta_0,\dots,\theta_3$ with $\theta_i^2=0$, and let $Z=\sum_{i<j}a_{ij}\theta_i\theta_j$. In $Z^2$ only products of disjoint pairs survive, each in two orders:

$$Z^2=2\,(a_{01}a_{23}-a_{02}a_{13}+a_{03}a_{12})\,\theta_0\theta_1\theta_2\theta_3 .$$

The minus sign comes from $\theta_0\theta_2\theta_1\theta_3=-\theta_0\theta_1\theta_2\theta_3$. If only neighbouring generators are coupled, as in an open chain, the bracket reduces to $a_{01}a_{23}$: using the middle bond would leave $\theta_0$ and $\theta_3$ to be paired.

A Gaussian integral over Grassmann variables, as in the path integral for free Majorana modes, needs this coefficient for any even number of variables. These variables are not the Majorana operators themselves, whose squares are nonzero constants. Here the couplings lie in a commutative ring $R$ and the generators in an $R$-algebra $A$; there are $m$ generators, numbered from 0.

```lean
import Mathlib

noncomputable section

namespace MajoranaGaussian

variable {R A : Type*} [CommRing R] [Ring A] [Algebra R A] {m : ℕ}
```

Both relations are assumed: anticommutation alone gives only $2\theta_i^2=0$.

```lean
/-- Grassmann generators: they anticommute and each has square zero. -/
structure IsGrassmann (θ : Fin m → A) : Prop where
  sq : ∀ i, θ i * θ i = 0
  anti : ∀ i j, θ i * θ j = -(θ j * θ i)
```

`action` is $Z$, the exponent in $e^{Z}$; for a weight $e^{-S}$, put $S=-Z$. Only entries above the diagonal enter, so $a$ need not be antisymmetric. If it is, and 2 is invertible in $R$, then $Z=\tfrac12\sum_{i,j}a_{ij}\theta_i\theta_j$; forgetting the $\tfrac12$ multiplies $Z^n$ by $2^n$.

```lean
/-- The quadratic Majorana action `Z = ∑_{i<j} a_ij θ_i θ_j`. -/
def action (a : Fin m → Fin m → R) (θ : Fin m → A) : A :=
  ∑ i, ∑ j, if i < j then a i j • (θ i * θ j) else 0
```

Write $T=\theta_0\cdots\theta_{m-1}$ for `topProd`, with $T=1$ when $m=0$.

```lean
/-- The ordered product of all generators. -/
def topProd (θ : Fin m → A) : A := (List.ofFn θ).prod
```

The Pfaffian is expanded along row 0. Term $k$ carries $(-1)^k a_{0,k+1}$ and deletes rows and columns $0$ and $k+1$. The map `k.succAbove` lists the indices other than $k$ in order.

```lean
/-- The Pfaffian by signed expansion along the first row; it is zero in odd size. -/
def pf : {m : ℕ} → (Fin m → Fin m → R) → R
  | 0, _ => 1
  | 1, _ => 0
  | m + 2, a => ∑ k : Fin (m + 1), (-1) ^ (k : ℕ) * a 0 k.succ *
      pf (m := m) (fun i j => a (k.succAbove i).succ (k.succAbove j).succ)
```

**(a)** Split off the first factor of the ordered product of $m+1$ generators:
$$T=\theta_0\,(\theta_1\cdots\theta_m).$$

This is the definition of the product, bracketed after its first factor.

```lean
/-- The ordered product is the first generator times the ordered product of the others. -/
theorem topProd_succ (θ : Fin (m + 1) → A) :
    topProd θ = θ 0 * topProd (fun i => θ i.succ) := by
  simp [topProd, List.ofFn_succ]
```

**(b)** Let $x\theta_i=-\theta_i x$ for all $i$. Show that
$$xZ=Zx.$$

Two sign changes cancel: $x\theta_i\theta_j=-\theta_i x\theta_j=\theta_i\theta_j x$. Sum over the pairs.

```lean
/-- An element that anticommutes with every generator commutes with the action. -/
theorem commute_action (a : Fin m → Fin m → R) {θ : Fin m → A} {x : A}
    (h : ∀ i, x * θ i = -(θ i * x)) : Commute x (action a θ) := by
  refine Commute.sum_right _ _ _ fun i _ => Commute.sum_right _ _ _ fun j _ => ?_
  split_ifs
  · refine Commute.smul_right ?_ _
    change x * (θ i * θ j) = θ i * θ j * x
    rw [← mul_assoc, h i, neg_mul, mul_assoc, h j, mul_neg, neg_neg, mul_assoc]
  · exact Commute.zero_right _
```

**(c)** Let $Z_{\hat k}$ be $Z$ without the terms containing $\theta_k$. Show that
$$\theta_kZ^p=\theta_kZ_{\hat k}^{\,p}.$$

Since $\theta_k\theta_k\theta_j=0$ and $\theta_k\theta_i\theta_k=-\theta_k\theta_k\theta_i=0$, the case $p=1$ holds (`h3`). By (b), $\theta_k$ commutes with $Z_{\hat k}$ (`c`). Induction gives
$$\theta_kZ^{p+1}=\theta_kZ_{\hat k}Z^p=Z_{\hat k}\theta_kZ^p=Z_{\hat k}\theta_kZ_{\hat k}^{\,p}=\theta_kZ_{\hat k}^{\,p+1}.$$

```lean
/-- For Grassmann generators, multiplying a power of the action on the left by `θ_k` removes `θ_k`
from the action. -/
theorem mul_action_pow (a : Fin (m + 1) → Fin (m + 1) → R) {θ : Fin (m + 1) → A}
    (h : IsGrassmann θ) (k : Fin (m + 1)) (p : ℕ) :
    θ k * action a θ ^ p = θ k * action (fun i j => a (k.succAbove i) (k.succAbove j))
      (fun i => θ (k.succAbove i)) ^ p := by
  have h1 : ∀ j, θ k * (θ k * θ j) = 0 := fun j => by rw [← mul_assoc, h.sq, zero_mul]
  have h2 : ∀ i, θ k * (θ i * θ k) = 0 := fun i => by
    rw [h.anti i k, mul_neg, h1, neg_zero]
  have h3 : θ k * action a θ = θ k * action (fun i j => a (k.succAbove i) (k.succAbove j))
      (fun i => θ (k.succAbove i)) := by
    simp only [action, Fin.sum_univ_succAbove _ k, (Fin.strictMono_succAbove k).lt_iff_lt,
      mul_add, Finset.mul_sum, mul_ite, mul_smul_comm, mul_zero, h1, h2, smul_zero, ite_self,
      Finset.sum_const_zero, zero_add]
  have c := commute_action (fun i j => a (k.succAbove i) (k.succAbove j))
    (θ := fun i => θ (k.succAbove i)) (x := θ k) (fun i => h.anti k _)
  induction p with
  | zero => simp
  | succ p ih =>
    rw [pow_succ', ← mul_assoc, h3, c.eq, mul_assoc, ih, ← mul_assoc, ← c.eq, mul_assoc,
      ← pow_succ']
```

**(d)** Let $T_{\hat k}$ be $T$ without $\theta_k$. Show that
$$\theta_kT_{\hat k}=(-1)^kT.$$

Moving $\theta_k$ to its place passes $k$ generators. Lean inducts on the number of generators: passing $\theta_0$ gives one sign, and the shorter product gives the rest.

```lean
/-- For Grassmann generators, moving `θ_k` from the front to its place in the ordered product costs
`(-1)^k`. -/
theorem mul_topProd_erase {θ : Fin (m + 1) → A} (h : IsGrassmann θ) (k : Fin (m + 1)) :
    θ k * topProd (fun i => θ (k.succAbove i)) = ((-1 : R) ^ (k : ℕ)) • topProd θ := by
  induction m with
  | zero =>
    cases k using Fin.cases with
    | zero => rw [topProd_succ θ]; simp [topProd]
    | succ k => exact k.elim0
  | succ m ih =>
    cases k using Fin.cases with
    | zero => rw [topProd_succ θ]; simp
    | succ k =>
      have e : topProd (fun i => θ (k.succ.succAbove i)) =
          θ 0 * topProd (fun i => θ (k.succAbove i).succ) := by
        rw [topProd_succ]; simp
      have hs : IsGrassmann (fun i => θ (Fin.succ i)) :=
        ⟨fun _ => h.sq _, fun _ _ => h.anti _ _⟩
      have hk : θ k.succ * topProd (fun i => θ (k.succAbove i).succ) =
          ((-1 : R) ^ (k : ℕ)) • topProd (fun i => θ i.succ) := ih hs k
      rw [e, ← mul_assoc, h.anti k.succ 0, neg_mul, mul_assoc, hk, mul_smul_comm,
        ← topProd_succ θ, Fin.val_succ, pow_succ, mul_neg_one, neg_smul]
```

**(e)** Show that
$$\theta_iT=0.$$

By (d), $T=(-1)^i\theta_iT_{\hat i}$, and $\theta_i^2=0$.

```lean
/-- Every Grassmann generator annihilates the ordered product of all of them. -/
theorem mul_topProd {θ : Fin m → A} (h : IsGrassmann θ) (i : Fin m) :
    θ i * topProd θ = 0 := by
  cases m with
  | zero => exact i.elim0
  | succ m =>
    have e : topProd θ = ((-1 : ℤ) ^ (i : ℕ)) •
        (θ i * topProd (fun j => θ (i.succAbove j))) := by
      rw [mul_topProd_erase (R := ℤ) h, smul_smul, ← mul_pow]; simp
    rw [e, mul_smul_comm, ← mul_assoc, h.sq, zero_mul, smul_zero]
```

**(f)** Let $\theta_i\theta_jx=0$ for all $i,j$. Show that
$$Zx=0.$$

Every term of the sum vanishes.

```lean
/-- The action annihilates an element that every product of two generators annihilates. -/
theorem action_mul_eq_zero (a : Fin m → Fin m → R) {θ : Fin m → A} {x : A}
    (h : ∀ i j, θ i * (θ j * x) = 0) : action a θ * x = 0 := by
  simp only [action, Finset.sum_mul, ite_mul, zero_mul, smul_mul_assoc, mul_assoc, h,
    smul_zero, ite_self, Finset.sum_const_zero]
```

**(g)** Let $X^2=0$ and $XW=WX$. Show that
$$(X+W)^{p+1}=W^{p+1}+(p+1)XW^p.$$

The case $p=0$ is immediate. Multiplying the formula by $X+W$ on the right gives
$$W^{p+1}X+W^{p+2}+(p+1)(XW^pX+XW^{p+1}).$$
Here $XW^pX=X^2W^p=0$, which leaves $W^{p+2}+(p+2)XW^{p+1}$.

```lean
/-- If `X` has square zero and commutes with `W`, the binomial expansion of a power of
`X + W` stops at first order in `X`. -/
theorem add_pow_of_sq_zero {X W : A} (hX : X * X = 0) (hc : Commute X W) (p : ℕ) :
    (X + W) ^ (p + 1) = W ^ (p + 1) + (p + 1) • (X * W ^ p) := by
  induction p with
  | zero => simp [add_comm]
  | succ p ih =>
    have h1 : W ^ (p + 1) * X = X * W ^ (p + 1) := (hc.pow_right _).eq.symm
    have h2 : X * W ^ p * X = 0 := by
      rw [mul_assoc, ← (hc.pow_right p).eq, ← mul_assoc, hX, zero_mul]
    have h3 : X * W ^ p * W = X * W ^ (p + 1) := by rw [mul_assoc, ← pow_succ]
    rw [pow_succ (X + W), ih, add_mul, mul_add, mul_add, smul_mul_assoc, smul_mul_assoc,
      h1, h2, h3, smul_zero, zero_add, ← pow_succ, succ_nsmul _ (p + 1)]
    abel
```

**(h)** For $m=2n$, show that
$$Z^n=n!\,\mathrm{Pf}(a)\,T.$$

For $n=0$ both sides are 1. Assume the result for $2n$ generators and take $2n+2$. Write $Z=\theta_0Y+W$, with $Y=\sum_{k=0}^{2n}a_{0,k+1}\theta_{k+1}$ and $W$ free of $\theta_0$. Let $T'=\theta_1\cdots\theta_{2n+1}$, and let $\mathrm{Pf}_k$ be the Pfaffian with rows and columns $0,k+1$ deleted.

- By (c), the induction hypothesis and (d), $\theta_{k+1}W^n=n!\,(-1)^k\mathrm{Pf}_k\,T'$ (`hk`).
- Summing with weights $a_{0,k+1}$ gives $YW^n=n!\,\mathrm{Pf}(a)\,T'$ (`hYW`).
- By (e), $\theta_i\theta_jW^n=0$ for $i,j\ge1$, so (f) gives $W^{n+1}=0$ (`hW0`).
- Since $Y\theta_0=-\theta_0Y$, $(\theta_0Y)^2=0$ (`hX`). By (b), $\theta_0Y$ commutes with $W$ (`hc`).

Now (g) and (a) give $Z^{n+1}=(n+1)\theta_0YW^n=(n+1)!\,\mathrm{Pf}(a)\,T$.

```lean
/-- For `m = 2n` Grassmann generators, `Z^n = n! Pf(a) θ_0 θ_1 ⋯ θ_(m-1)`. -/
theorem action_pow {n : ℕ} (hm : m = 2 * n) (a : Fin m → Fin m → R) {θ : Fin m → A}
    (h : IsGrassmann θ) : action a θ ^ n = ((n.factorial : R) * pf a) • topProd θ := by
  induction n generalizing m with
  | zero =>
    obtain rfl : m = 0 := by omega
    simp [pf, topProd]
  | succ n ih =>
    obtain rfl : m = 2 * n + 1 + 1 := by omega
    have hφ : IsGrassmann (fun i => θ (Fin.succ i)) :=
      ⟨fun _ => h.sq _, fun _ _ => h.anti _ _⟩
    -- split off the first generator: Z = θ₀ Y + W
    obtain ⟨W, hW⟩ : ∃ W, W = action (fun i j => a (Fin.succ i) (Fin.succ j))
      (fun i => θ (Fin.succ i)) := ⟨_, rfl⟩
    obtain ⟨Y, hY⟩ : ∃ Y, Y = ∑ k : Fin (2 * n + 1), a 0 k.succ • θ k.succ := ⟨_, rfl⟩
    have hZ : action a θ = θ 0 * Y + W := by
      rw [hW, hY]; simp [action, Fin.sum_univ_succ (n := 2 * n + 1), Finset.mul_sum]
    -- θ_(k+1) W^n is n! (-1)^k times a smaller Pfaffian times the product of all θ_i with i ≥ 1
    have hk : ∀ k : Fin (2 * n + 1), θ k.succ * W ^ n = ((n.factorial : R) * ((-1) ^ (k : ℕ) *
        pf (fun i j => a (k.succAbove i).succ (k.succAbove j).succ))) •
        topProd (fun i => θ (Fin.succ i)) := fun k => by
      have hs : IsGrassmann (fun i => θ (k.succAbove i).succ) :=
        ⟨fun _ => h.sq _, fun _ _ => h.anti _ _⟩
      have e1 : θ k.succ * W ^ n = θ k.succ *
          action (fun i j => a (k.succAbove i).succ (k.succAbove j).succ)
            (fun i => θ (k.succAbove i).succ) ^ n := by
        rw [hW]; exact mul_action_pow _ hφ k n
      have e3 : θ k.succ * topProd (fun i => θ (k.succAbove i).succ) =
          ((-1 : R) ^ (k : ℕ)) • topProd (fun i => θ (Fin.succ i)) := mul_topProd_erase hφ k
      rw [e1, ih rfl _ hs, mul_smul_comm, e3, smul_smul]
      congr 1; ring
    -- W has too few generators for its power n + 1
    have hW0 : W ^ (n + 1) = 0 := by
      rw [pow_succ']
      nth_rewrite 1 [hW]
      refine action_mul_eq_zero _ fun i j => ?_
      rw [hk j, mul_smul_comm, mul_topProd hφ i, smul_zero]
    -- the first-row expansion appears
    have hpf : pf a = ∑ k : Fin (2 * n + 1), (-1) ^ (k : ℕ) * a 0 k.succ *
        pf (fun i j => a (k.succAbove i).succ (k.succAbove j).succ) := rfl
    have hYW : Y * W ^ n = ((n.factorial : R) * pf a) • topProd (fun i => θ (Fin.succ i)) := by
      rw [hpf, hY, Finset.mul_sum, Finset.sum_smul, Finset.sum_mul]
      refine Finset.sum_congr rfl fun k _ => ?_
      rw [smul_mul_assoc, hk, smul_smul]
      congr 1; ring
    have hY0 : Y * θ 0 = -(θ 0 * Y) := by
      rw [hY, Finset.sum_mul, Finset.mul_sum, ← Finset.sum_neg_distrib]
      refine Finset.sum_congr rfl fun k _ => ?_
      rw [smul_mul_assoc, mul_smul_comm, h.anti k.succ 0, smul_neg]
    have hX : θ 0 * Y * (θ 0 * Y) = 0 := by
      rw [mul_assoc, ← mul_assoc Y, hY0, neg_mul, mul_neg, mul_assoc, ← mul_assoc (θ 0),
        h.sq, zero_mul, neg_zero]
    have hc : Commute (θ 0 * Y) W := by
      rw [hW, hY]
      exact (commute_action _ fun i => h.anti 0 _).mul_left
        (Commute.sum_left _ _ _ fun k _ => (commute_action _ fun i => h.anti _ _).smul_left _)
    rw [hZ, add_pow_of_sq_zero hX hc, hW0, zero_add, mul_assoc, hYW, mul_smul_comm,
      ← topProd_succ θ, ← Nat.cast_smul_eq_nsmul R, smul_smul, Nat.factorial_succ]
    congr 1; push_cast; ring
```

**(i)** For $m=2n$, show that
$$Z^{n+1}=0.$$

By (h), $Z^{n+1}=n!\,\mathrm{Pf}(a)\,ZT$, and $ZT=0$ by (e) and (f).

```lean
/-- For `m = 2n` Grassmann generators the power `Z^(n+1)` vanishes. -/
theorem action_pow_succ {n : ℕ} (hm : m = 2 * n) (a : Fin m → Fin m → R) {θ : Fin m → A}
    (h : IsGrassmann θ) : action a θ ^ (n + 1) = 0 := by
  rw [pow_succ', action_pow hm a h]
  refine action_mul_eq_zero _ fun i j => ?_
  rw [mul_smul_comm, mul_topProd h, smul_zero, mul_zero]
```

**(j)** Show that the standard basis vectors $e_i$ of $R^m$, taken in the exterior algebra, satisfy
$$e_i^2=0,\qquad e_ie_j=-e_je_i.$$

Every vector squares to zero there. Expanding $(e_i+e_j)^2=0$ gives the second relation.

```lean
/-- The standard basis vectors in the exterior algebra are Grassmann generators. -/
theorem isGrassmann_witness :
    IsGrassmann (fun i : Fin m => ExteriorAlgebra.ι R (Pi.single i 1 : Fin m → R)) :=
  ⟨fun _ => ExteriorAlgebra.ι_sq_zero _,
    fun _ _ => eq_neg_of_add_eq_zero_left (ExteriorAlgebra.ι_add_mul_swap _ _)⟩

end MajoranaGaussian
```

```lean
#print axioms MajoranaGaussian.action_pow_succ
```

```
'MajoranaGaussian.action_pow_succ' depends on axioms: [propext, Classical.choice, Quot.sound]
```

In a path integral for finitely many non-interacting Majorana modes, with time cut into finitely many slices, the generators carry a time label as well as a mode label, and the weight has the form $e^Z$. The Berezin integral, which is not defined in the code, picks out the coefficient of $T$ in the exterior algebra, normalised by $\int T=1$. Over the real or complex numbers, the term $Z^n/n!$ of $e^Z$ then contributes $\mathrm{Pf}(a)$, and lower powers have too few generators to contribute.
